# The Legendre polynomial P_l solves Legendre's equation and equals one at z = 1

With z = cos θ, Legendre's equation is the polar-angle equation for a state of orbital angular momentum l with zero projection on the axis. `legendreP_equation` states that for every natural number l the real polynomial P_l, defined by a finite sum in powers of w = (z − 1)/2, satisfies ((1 − z²) P′)′ + l(l + 1) P = 0 as an identity of polynomials. It also states that P_l(1) = 1, which fixes the scale of P_l by its value at that point and not by an integral of its square. The proof checks the equation in w coefficient by coefficient, using a recursion between neighbouring coefficients, and then changes variable to z by the chain rule. The value at z = 1 is read from the finite sum, where only the constant term survives.

The failing Lean file:

```lean
import Mathlib

open Filter Topology Polynomial

namespace LegendreBesselLimit

noncomputable section

/-- The coefficient of `((z - 1) / 2) ^ k` in the Legendre polynomial of degree `l`. -/
def legendreCoeff (l k : ℕ) : ℝ := (l.choose k : ℝ) * ((l + k).choose k : ℝ)

/-- The Legendre polynomial of degree `l`, written in the variable `w = (z - 1) / 2`. -/
def legendreW (l : ℕ) : ℝ[X] := ∑ k ∈ Finset.range (l + 1), C (legendreCoeff l k) * X ^ k

/-- The Legendre polynomial `P_l` in the variable `z`. -/
def legendreP (l : ℕ) : ℝ[X] := (legendreW l).comp (C (1 / 2) * (X - 1))

/-- The recursion that links neighbouring coefficients of the Legendre polynomial. -/
theorem legendreCoeff_succ (l k : ℕ) :
    ((k : ℝ) + 1) ^ 2 * legendreCoeff l (k + 1)
      = ((l : ℝ) * (l + 1) - k * (k + 1)) * legendreCoeff l k := by
  have h1 : (l.choose (k + 1) : ℝ) * (k + 1) = l.choose k * ((l : ℝ) - k) := by
    rcases le_or_gt k l with h | h
    · have := Nat.choose_succ_right_eq l k
      rw [← Nat.cast_sub h]
      exact_mod_cast this
    · rw [Nat.choose_eq_zero_of_lt h, Nat.choose_eq_zero_of_lt (show l < k + 1 by omega)]
      simp
  have h2 : ((l + k + 1).choose (k + 1) : ℝ) * (k + 1) = ((l : ℝ) + k + 1) * (l + k).choose k := by
    have := Nat.add_one_mul_choose_eq (l + k) k
    exact_mod_cast this.symm
  unfold legendreCoeff
  rw [← add_assoc l k 1]
  linear_combination (((l + k + 1).choose (k + 1) : ℝ) * (k + 1)) * h1
    + ((l.choose k : ℝ) * ((l : ℝ) - k)) * h2

/-- The coefficients of the polynomial in `w` are the numbers `legendreCoeff l n`, for every `n`. -/
theorem coeff_legendreW (l n : ℕ) : (legendreW l).coeff n = legendreCoeff l n := by
  unfold legendreW
  rw [finsetSum_coeff]
  simp only [coeff_C_mul_X_pow]
  rw [Finset.sum_ite_eq]
  split_ifs with h
  · rfl
  · have h' : l < n := by
      rw [Finset.mem_range] at h
      omega
    simp [legendreCoeff, Nat.choose_eq_zero_of_lt h']

/-- The value of `P_l` at `z` as a finite sum in powers of `(z - 1) / 2`. -/
theorem legendreP_eval (l : ℕ) (z : ℝ) :
    (legendreP l).eval z
      = ∑ k ∈ Finset.range (l + 1), legendreCoeff l k * ((z - 1) / 2) ^ k := by
  unfold legendreP legendreW
  rw [eval_comp, eval_finsetSum]
  refine Finset.sum_congr rfl fun k _ => ?_
  simp only [eval_mul, eval_C, eval_pow, eval_X, eval_sub, eval_one]
  rw [show (1 / 2 : ℝ) * (z - 1) = (z - 1) / 2 by ring]

/-- `P_l` solves Legendre's equation `((1 - z²) P')' + l (l + 1) P = 0` and equals one at
`z = 1`. -/
theorem legendreP_equation (l : ℕ) :
    derivative ((1 - X ^ 2) * derivative (legendreP l))
        + C ((l : ℝ) * (l + 1)) * legendreP l = 0
      ∧ (legendreP l).eval 1 = 1 := by
  constructor
  · -- the equation in the variable `w`, coefficient by coefficient
    have hode : derivative (X * ((X + 1) * derivative (legendreW l)))
        = C ((l : ℝ) * (l + 1)) * legendreW l := by
      ext n
      have hx : (X * derivative (legendreW l)).coeff n = n * legendreCoeff l n := by
        cases n with
        | zero => simp
        | succ m =>
          rw [coeff_X_mul, coeff_derivative, coeff_legendreW]
          push_cast
          ring
      rw [coeff_derivative, coeff_X_mul, add_mul, one_mul, coeff_add, hx, coeff_derivative,
        coeff_C_mul, coeff_legendreW, coeff_legendreW]
      linear_combination legendreCoeff_succ l n
    -- change of variable from `w` to `z`
    have hu : derivative (C (1 / 2 : ℝ) * (X - 1)) = C (1 / 2 : ℝ) := by simp
    have hC : (C (1 / 2 : ℝ) : ℝ[X]) * 2 = 1 := by
      rw [← map_ofNat (C : ℝ →+* ℝ[X]) 2, ← C_mul]
      norm_num
    have hm : (C (-2 : ℝ) : ℝ[X]) = -2 := by simp
    have h1 : (1 - X ^ 2) * derivative (legendreP l)
        = C (-2 : ℝ) * (X * ((X + 1) * derivative (legendreW l))).comp
            (C (1 / 2) * (X - 1)) := by
      unfold legendreP
      rw [derivative_comp, hu, hm]
      simp only [mul_comp, add_comp, X_comp, one_comp]
      linear_combination (C (1 / 2 : ℝ) * (derivative (legendreW l)).comp
        (C (1 / 2) * (X - 1)) * (X - 1) ^ 2) * hC
    rw [h1, derivative_C_mul, derivative_comp, hode, hu, mul_comp, C_comp, hm]
    unfold legendreP
    linear_combination (-(C ((l : ℝ) * (l + 1))) * (legendreW l).comp
      (C (1 / 2) * (X - 1))) * hC
  · rw [legendreP_eval, Finset.sum_range_succ']
    simp [legendreCoeff]

end

end LegendreBesselLimit
```

The error:

```
Main.lean:86:42: error: unsolved goals
l : ℕ
hode : derivative (X * ((X + 1) * derivative (legendreW l))) = C (↑l * (↑l + 1)) * legendreW l
hu : derivative (C (1 / 2) * (X - 1)) = C (1 / 2)
hC : C (1 / 2) * 2 = 1
⊢ C 2 = 2
```

The mended proof, as a diff:

```diff
@@ -84,5 +84,7 @@
       rw [← map_ofNat (C : ℝ →+* ℝ[X]) 2, ← C_mul]
       norm_num
-    have hm : (C (-2 : ℝ) : ℝ[X]) = -2 := by simp
+    have hm : (C (-2 : ℝ) : ℝ[X]) = -2 := by
+      rw [C_neg]
+      exact congrArg Neg.neg (map_ofNat (C : ℝ →+* ℝ[X]) 2)
     have h1 : (1 - X ^ 2) * derivative (legendreP l)
         = C (-2 : ℝ) * (X * ((X + 1) * derivative (legendreW l))).comp
```

What went wrong. The one error is in the auxiliary fact `hm`, which says that the constant polynomial `C (-2)` is the polynomial `-2`. Here `simp` reduced the goal to the same claim without the minus signs, `C 2 = 2`, and could not close it. That remaining goal is true, but its two sides are written differently: on the left the real number 2 is made into a polynomial by `C`, while on the right 2 is a numeral of the polynomial ring itself.

The repair supplies the missing step by name. `rw [C_neg]` turns `C (-2)` into `-C 2`. The lemma `map_ofNat`, applied to `C` as a ring homomorphism, gives `C 2 = 2`, and `congrArg Neg.neg` negates both sides to give the equality required. The statement of `hm` is unchanged, so the later steps that rewrite with it stay as they were.
